# The Hessian of the softened Coulomb potential is a traceless dipole tensor minus an isotropic contact term of radial weight 4π/3

For a softening length $\varepsilon>0$ and a point $x\in\mathbb R^3$ with $r^2=x\cdot x$, let $f(x)=(r^2+\varepsilon^2)^{-1/2}$, and define the contact density $c=\varepsilon^2f^5$ and the dipole tensor $T_{ij}=(3x_ix_j-r^2\delta_{ij})f^5$. The Lean file below proves that $\partial_i\partial_jf=T_{ij}-\delta_{ij}c$, that $T$ is traceless, and that $\int_0^\infty 4\pi r^2c\,dr=4\pi/3$ for every such $\varepsilon$.

```lean
import Mathlib

open Filter MeasureTheory
open scoped Real Matrix Topology

namespace BreitPauliContact

noncomputable section

/-- The softened inverse distance `(q + ε²)^(-1/2)` as a function of the squared distance `q`. -/
def soft (ε q : ℝ) : ℝ := (√(q + ε ^ 2))⁻¹

/-- The softened Coulomb potential `(r² + ε²)^(-1/2)` at the point `x` of space. -/
def softCoulomb (ε : ℝ) (x : Fin 3 → ℝ) : ℝ := soft ε (x ⬝ᵥ x)

/-- The contact density `ε² (q + ε²)^(-5/2)` at squared distance `q`. -/
def contactDensity (ε q : ℝ) : ℝ := ε ^ 2 * soft ε q ^ 5

/-- The softened dipole tensor `(3 xᵢ xⱼ - r² δᵢⱼ) (r² + ε²)^(-5/2)`. -/
def dipoleTensor (ε : ℝ) (x : Fin 3 → ℝ) (i j : Fin 3) : ℝ :=
  (3 * x i * x j - (x ⬝ᵥ x) * (if i = j then 1 else 0)) * softCoulomb ε x ^ 5

/-- The square of the softened inverse distance is the inverse of `q + ε²`. -/
theorem soft_sq {ε q : ℝ} (hε : 0 < ε) (hq : 0 ≤ q) :
    (q + ε ^ 2) * soft ε q ^ 2 = 1 := by
  have hp : 0 < q + ε ^ 2 := by positivity
  unfold soft
  rw [inv_pow, Real.sq_sqrt hp.le, mul_inv_cancel₀ hp.ne']

/-- The derivative of the softened inverse distance with respect to the squared distance
is minus half its cube. -/
theorem soft_hasDerivAt {ε q : ℝ} (hε : 0 < ε) (hq : 0 ≤ q) :
    HasDerivAt (soft ε) (-(soft ε q ^ 3) / 2) q := by
  have hp : 0 < q + ε ^ 2 := by positivity
  have hs : √(q + ε ^ 2) ≠ 0 := (Real.sqrt_pos.2 hp).ne'
  have h0 := (((hasDerivAt_id' q).add_const (ε ^ 2)).sqrt hp.ne').inv hs
  have h : HasDerivAt (soft ε) _ q := h0
  refine h.congr_deriv ?_
  show -(1 / (2 * √(q + ε ^ 2))) / √(q + ε ^ 2) ^ 2 = -((√(q + ε ^ 2))⁻¹ ^ 3) / 2
  field_simp

/-- The derivative of the softened Coulomb potential `f` along a vector `a` is `-(a·x) f³`. -/
theorem softCoulomb_gradient {ε : ℝ} (hε : 0 < ε) (x a : Fin 3 → ℝ) :
    HasLineDerivAt ℝ (softCoulomb ε) (-((a ⬝ᵥ x) * softCoulomb ε x ^ 3)) x a := by
  have hx : 0 ≤ x ⬝ᵥ x := Finset.sum_nonneg fun i _ => mul_self_nonneg (x i)
  -- the squared distance along the line is a quadratic polynomial
  have hfun : (fun t : ℝ => (x + t • a) ⬝ᵥ (x + t • a)) =
      fun t : ℝ => x ⬝ᵥ x + t * (2 * (a ⬝ᵥ x)) + t ^ 2 * (a ⬝ᵥ a) := by
    funext t
    simp only [dotProduct, Fin.sum_univ_three, Pi.add_apply, Pi.smul_apply, smul_eq_mul]
    ring
  have hq : HasDerivAt (fun t : ℝ => (x + t • a) ⬝ᵥ (x + t • a)) (2 * (a ⬝ᵥ x)) 0 := by
    rw [hfun]
    have h := (((hasDerivAt_id' (0 : ℝ)).mul_const (2 * (a ⬝ᵥ x))).const_add
      (x ⬝ᵥ x)).fun_add ((hasDerivAt_pow 2 (0 : ℝ)).mul_const (a ⬝ᵥ a))
    exact h.congr_deriv (by simp)
  have h0 := HasDerivAt.comp_of_eq (0 : ℝ) (soft_hasDerivAt hε hx) hq (by simp)
  have h : HasDerivAt (fun t : ℝ => softCoulomb ε (x + t • a)) _ 0 := h0
  refine h.congr_deriv ?_
  unfold softCoulomb
  ring

/-- Differentiating the softened Coulomb potential along `b` and then along `a` gives the
dipole coupling of the two vectors minus `a·b` times the contact density. -/
theorem dipole_coupling {ε : ℝ} (hε : 0 < ε) (x a b : Fin 3 → ℝ) :
    HasLineDerivAt ℝ (fun y => lineDeriv ℝ (softCoulomb ε) y b)
      ((3 * (a ⬝ᵥ x) * (b ⬝ᵥ x) - (x ⬝ᵥ x) * (a ⬝ᵥ b)) * softCoulomb ε x ^ 5
        - (a ⬝ᵥ b) * contactDensity ε (x ⬝ᵥ x)) x a := by
  have hx : 0 ≤ x ⬝ᵥ x := Finset.sum_nonneg fun i _ => mul_self_nonneg (x i)
  have hg : (fun y => lineDeriv ℝ (softCoulomb ε) y b) =
      fun y => -((b ⬝ᵥ y) * softCoulomb ε y ^ 3) :=
    funext fun y => (softCoulomb_gradient hε y b).lineDeriv
  have h1 : HasDerivAt (fun t : ℝ => b ⬝ᵥ (x + t • a)) (b ⬝ᵥ a) 0 := by
    have hfun : (fun t : ℝ => b ⬝ᵥ (x + t • a)) = fun t : ℝ => b ⬝ᵥ x + t * (b ⬝ᵥ a) := by
      funext t
      rw [dotProduct_add, dotProduct_smul, smul_eq_mul]
    rw [hfun]
    exact (((hasDerivAt_id' (0 : ℝ)).mul_const (b ⬝ᵥ a)).const_add (b ⬝ᵥ x)).congr_deriv
      (by simp)
  have h2 : HasDerivAt (fun t : ℝ => softCoulomb ε (x + t • a))
      (-((a ⬝ᵥ x) * softCoulomb ε x ^ 3)) 0 := softCoulomb_gradient hε x a
  have h3 : HasDerivAt (fun t : ℝ => softCoulomb ε (x + t • a) ^ 3)
      (3 * softCoulomb ε x ^ 2 * (-((a ⬝ᵥ x) * softCoulomb ε x ^ 3))) 0 :=
    (h2.fun_pow 3).congr_deriv (by norm_num)
  rw [hg]
  unfold HasLineDerivAt
  refine HasDerivAt.congr_deriv (h1.fun_mul h3).fun_neg ?_
  -- trade f³ for (r² + ε²) f⁵
  have hs : (x ⬝ᵥ x + ε ^ 2) * softCoulomb ε x ^ 2 = 1 := soft_sq hε hx
  have hc : contactDensity ε (x ⬝ᵥ x) = ε ^ 2 * softCoulomb ε x ^ 5 := rfl
  rw [hc, dotProduct_comm b a]
  simp only [zero_smul, add_zero]
  linear_combination (a ⬝ᵥ b) * softCoulomb ε x ^ 3 * hs

/-- The Cartesian second derivatives of the softened Coulomb potential are the dipole tensor
minus `δᵢⱼ` times the contact density. -/
theorem hessian_split {ε : ℝ} (hε : 0 < ε) (x : Fin 3 → ℝ) (i j : Fin 3) :
    HasLineDerivAt ℝ (fun y => lineDeriv ℝ (softCoulomb ε) y (Pi.single j 1))
      (dipoleTensor ε x i j - (if i = j then 1 else 0) * contactDensity ε (x ⬝ᵥ x))
      x (Pi.single i 1) := by
  have e1 : ∀ k : Fin 3, (Pi.single k (1 : ℝ) : Fin 3 → ℝ) ⬝ᵥ x = x k := by
    intro k
    simp
  have e2 : (Pi.single i (1 : ℝ) : Fin 3 → ℝ) ⬝ᵥ Pi.single j (1 : ℝ) =
      if i = j then 1 else 0 := by
    by_cases hij : i = j
    · subst hij
      simp
    · simp [hij, Ne.symm hij]
  have h := dipole_coupling hε x (Pi.single i 1) (Pi.single j 1)
  simp only [e1, e2] at h
  exact h

/-- The softened dipole tensor is traceless. -/
theorem dipoleTensor_traceless (ε : ℝ) (x : Fin 3 → ℝ) :
    ∑ i, dipoleTensor ε x i i = 0 := by
  simp only [dipoleTensor, dotProduct, Fin.sum_univ_three, if_true]
  ring

/-- The function `4π/3 (r f)³` is a primitive of the contact density
weighted with the area `4π r²` of the sphere. -/
theorem enclosed_hasDerivAt {ε : ℝ} (hε : 0 < ε) (r : ℝ) :
    HasDerivAt (fun r : ℝ => 4 * π / 3 * (r * soft ε (r ^ 2)) ^ 3)
      (4 * π * r ^ 2 * contactDensity ε (r ^ 2)) r := by
  have hq : HasDerivAt (fun s : ℝ => s ^ 2) (2 * r) r :=
    (hasDerivAt_pow 2 r).congr_deriv (by norm_num)
  have h0 := HasDerivAt.comp_of_eq r (soft_hasDerivAt hε (sq_nonneg r)) hq rfl
  have h1 : HasDerivAt (fun s : ℝ => soft ε (s ^ 2))
      (-(soft ε (r ^ 2) ^ 3) / 2 * (2 * r)) r := h0
  have h2 := (hasDerivAt_id' r).fun_mul h1
  have h3 : HasDerivAt (fun s : ℝ => (s * soft ε (s ^ 2)) ^ 3)
      (3 * (r * soft ε (r ^ 2)) ^ 2 *
        (1 * soft ε (r ^ 2) + r * (-(soft ε (r ^ 2) ^ 3) / 2 * (2 * r)))) r :=
    (h2.fun_pow 3).congr_deriv (by norm_num)
  refine (h3.const_mul (4 * π / 3)).congr_deriv ?_
  have hs := soft_sq hε (sq_nonneg r)
  unfold contactDensity
  linear_combination (-(4 * π * r ^ 2 * soft ε (r ^ 2) ^ 3)) * hs

/-- The quantity `4π/3 (r f)³` tends to `4π/3` if the radius is eventually positive and the ratio of
the softening length to the radius tends to zero. -/
theorem enclosed_tendsto {l : Filter ℝ} {e r : ℝ → ℝ} (hr : ∀ᶠ t in l, 0 < r t)
    (h : Tendsto (fun t => e t / r t) l (𝓝 0)) :
    Tendsto (fun t => 4 * π / 3 * (r t * soft (e t) (r t ^ 2)) ^ 3) l (𝓝 (4 * π / 3)) := by
  have hc : Continuous fun u : ℝ => (√(1 + u ^ 2))⁻¹ :=
    Continuous.inv₀ (by fun_prop) fun u => (Real.sqrt_pos.2 (by positivity)).ne'
  have hl : Tendsto (fun u : ℝ => 4 * π / 3 * ((√(1 + u ^ 2))⁻¹) ^ 3) (𝓝 0)
      (𝓝 (4 * π / 3)) := by
    have hcont : Continuous fun u : ℝ => 4 * π / 3 * ((√(1 + u ^ 2))⁻¹) ^ 3 :=
      continuous_const.mul (hc.pow 3)
    have h0 : Tendsto (fun u : ℝ => 4 * π / 3 * ((√(1 + u ^ 2))⁻¹) ^ 3) (𝓝 0)
        (𝓝 (4 * π / 3 * ((√(1 + (0 : ℝ) ^ 2))⁻¹) ^ 3)) := hcont.tendsto 0
    simpa using h0
  refine (hl.comp h).congr' ?_
  filter_upwards [hr] with t ht
  -- r f depends only on the ratio of the two lengths
  have hsplit : r t ^ 2 + e t ^ 2 = r t ^ 2 * (1 + (e t / r t) ^ 2) := by
    field_simp
  have hratio : r t * soft (e t) (r t ^ 2) = (√(1 + (e t / r t) ^ 2))⁻¹ := by
    unfold soft
    rw [hsplit, Real.sqrt_mul (sq_nonneg _), Real.sqrt_sq ht.le, mul_inv, ← mul_assoc,
      mul_inv_cancel₀ ht.ne', one_mul]
  rw [hratio]
  rfl

/-- The integral over `r > 0` of `4π r²` times the contact density is `4π/3` for every positive
softening length. -/
theorem contact_integral {ε : ℝ} (hε : 0 < ε) :
    ∫ r in Set.Ioi (0 : ℝ), 4 * π * r ^ 2 * contactDensity ε (r ^ 2) = 4 * π / 3 := by
  have hlim : Tendsto (fun r : ℝ => 4 * π / 3 * (r * soft ε (r ^ 2)) ^ 3) atTop
      (𝓝 (4 * π / 3)) :=
    enclosed_tendsto (e := fun _ => ε) (r := fun t => t) (eventually_gt_atTop 0)
      (tendsto_const_nhds.div_atTop tendsto_id)
  have h := integral_Ioi_of_hasDerivAt_of_nonneg' (a := (0 : ℝ))
    (fun r _ => enclosed_hasDerivAt hε r)
    (fun r _ => by unfold contactDensity soft; positivity) hlim
  rw [h]
  simp

/-- As the softening length tends to zero from above, the integral of `4π r²` times the contact
density from `0` to any fixed radius `R > 0` tends to `4π/3`. -/
theorem contact_concentrates {R : ℝ} (hR : 0 < R) :
    Tendsto (fun ε : ℝ => ∫ r in (0 : ℝ)..R, 4 * π * r ^ 2 * contactDensity ε (r ^ 2))
      (𝓝[>] 0) (𝓝 (4 * π / 3)) := by
  have hdiv : Tendsto (fun ε : ℝ => ε / R) (𝓝[>] 0) (𝓝 0) := by
    have h0 := (continuous_id.div_const R).tendsto (0 : ℝ)
    simp only [id_eq, zero_div] at h0
    exact h0.mono_left nhdsWithin_le_nhds
  refine (enclosed_tendsto (e := fun t => t) (r := fun _ => R)
    (Eventually.of_forall fun _ => hR) hdiv).congr' ?_
  filter_upwards [self_mem_nhdsWithin] with ε hε
  have hε' : 0 < ε := hε
  have hs : Continuous fun r : ℝ => soft ε (r ^ 2) :=
    Continuous.inv₀ (by fun_prop) fun r => (Real.sqrt_pos.2 (by positivity)).ne'
  have hc : Continuous fun r : ℝ => 4 * π * r ^ 2 * contactDensity ε (r ^ 2) := by
    unfold contactDensity
    fun_prop
  rw [intervalIntegral.integral_eq_sub_of_hasDerivAt
    (fun r _ => enclosed_hasDerivAt hε' r) (hc.intervalIntegrable 0 R)]
  simp

end

end BreitPauliContact
```

```lean
#print axioms BreitPauliContact.hessian_split
#print axioms BreitPauliContact.dipoleTensor_traceless
#print axioms BreitPauliContact.contact_integral
#print axioms BreitPauliContact.contact_concentrates
```

```
'BreitPauliContact.hessian_split' depends on axioms: [propext, Classical.choice, Quot.sound]
'BreitPauliContact.dipoleTensor_traceless' depends on axioms: [propext, Classical.choice, Quot.sound]
'BreitPauliContact.contact_integral' depends on axioms: [propext, Classical.choice, Quot.sound]
'BreitPauliContact.contact_concentrates' depends on axioms: [propext, Classical.choice, Quot.sound]
```

## Second derivatives and their radial weight

Points and vectors have type `Fin 3 → ℝ`, with components numbered 0, 1, 2, and `⬝ᵥ` is the ordinary dot product. The squared distance of a point `x` from the origin is written `x ⬝ᵥ x`. The function `soft ε q` is $s(q)=(q+\varepsilon^2)^{-1/2}$, with the squared distance $q$ as its variable. It gives the spatial potential `softCoulomb ε x` at $q=x\cdot x$ and the radial profile at $q=r^2$.

Derivatives are taken along lines. `HasLineDerivAt ℝ g g' x a` says that $t\mapsto g(x+ta)$ is differentiable at $t=0$ with derivative $g'$. I write $D_a$ for this operation; the vector $a$ need not have unit length. The theorem `dipole_coupling` states, for all vectors $a$ and $b$,

$$D_aD_bf=\bigl(3(a\cdot x)(b\cdot x)-r^2\,a\cdot b\bigr)f^5-(a\cdot b)\,c .$$

The inner derivative appears as `lineDeriv`, which would return zero where no derivative existed; `softCoulomb_gradient` shows that it exists everywhere. Choosing the Cartesian unit vectors `Pi.single i 1` and `Pi.single j 1` gives `hessian_split`, the formula for $\partial_i\partial_jf$. The theorem `dipoleTensor_traceless` says that $\sum_iT_{ii}=0$.

Two theorems concern the weight of $c$. `contact_integral` evaluates the integral over $r>0$ of $4\pi r^2c$ as $4\pi/3$. `contact_concentrates` fixes a radius $R>0$ and says that the same integral taken from $0$ to $R$ tends to $4\pi/3$ as $\varepsilon\to0^+$, written `𝓝[>] 0`. Both are one-dimensional integrals. The factor $4\pi r^2$ is the area of a sphere, so by the usual angular integration of a spherically symmetric function they equal the integrals of $c$ over all space and over a ball of radius $R$; that step is not proved in the file.

## Magnetic moments and the factor 8π/3

The length $\varepsilon$ stands for a finite spread of the source. Taking the trace of the Hessian gives $-\nabla^2f=3c$, so $f$ is the potential, in Gaussian units, of a smeared unit charge with density $3c/4\pi$. As $\varepsilon\to0^+$, the potential at any $x\neq0$ tends to $1/r$, while the weight of $c$ gathers at the origin.

Second derivatives of $1/r$ occur in the spin–spin and hyperfine terms of the Breit–Pauli Hamiltonian; the theorems treat them for a one-parameter softened potential, with no wave function present. The vectors $a$ and $b$ play the part of two magnetic moments.

The coefficient $4\pi/3$ belongs to the Hessian and differs from the $8\pi/3$ of the Fermi contact interaction. Up to a constant prefactor, the magnetic field of a moment $a$ is
$$\nabla\times\nabla\times(af)=(a\cdot\nabla)\nabla f-a\nabla^2f .$$
The first term contributes $-ac$ to the contact part and the second contributes $+3ac$. Their sum is $2ac$, with radial weight $8\pi/3$. This last combination is a calculation by hand from the Hessian and is not in the Lean file. Nor is the customary replacement of $c$ by $\tfrac{4\pi}{3}\delta^3(x)$ in the limit, which is a statement about integrals against test functions.

## Differentiating twice

The profile satisfies $(q+\varepsilon^2)s^2=1$ and
$$s'(q)=-\tfrac12(q+\varepsilon^2)^{-3/2}=-\tfrac12s^3 .$$
These are `soft_sq` and `soft_hasDerivAt`, stated for $q\ge0$, where the argument of the square root is positive.

Along the line $x+ta$ the squared distance is
$$q(t)=r^2+2t\,(a\cdot x)+t^2\,(a\cdot a),$$
so $q'(0)=2\,a\cdot x$. The chain rule gives
$$D_af=-\tfrac12f^3\cdot2(a\cdot x)=-(a\cdot x)f^3 .$$
In `softCoulomb_gradient`, `hfun` is the expansion of $q(t)$, `hq` is its derivative at zero, and `HasDerivAt.comp_of_eq` is the chain rule.

For the second derivative, start from $D_bf=-(b\cdot x)f^3$ and differentiate along $a$. The factor $b\cdot x$ has derivative $b\cdot a$, and $f^3$ has derivative $3f^2\cdot\bigl(-(a\cdot x)f^3\bigr)$. These are `h1` and `h3` in `dipole_coupling`. The product rule yields
$$D_aD_bf=3(a\cdot x)(b\cdot x)f^5-(a\cdot b)f^3 .$$
Since $(r^2+\varepsilon^2)f^2=1$, we may write $f^3=(r^2+\varepsilon^2)f^5$. The $r^2$ part joins the dipole term, and the $\varepsilon^2$ part is the contact density:
$$D_aD_bf=\bigl(3(a\cdot x)(b\cdot x)-r^2\,a\cdot b\bigr)f^5-(a\cdot b)\,\varepsilon^2f^5 .$$
The closing `linear_combination` makes this exchange by adding the identity `hs`, multiplied by $(a\cdot b)f^3$.

For the Cartesian form, `hessian_split` uses $e_k\cdot x=x_k$ and $e_i\cdot e_j=\delta_{ij}$. The trace of the dipole tensor is
$$\sum_iT_{ii}=(3r^2-3r^2)f^5=0,$$
which Lean obtains by writing out the three components.

## One primitive for both limits

Write $s$ for $s(r^2)$ and consider
$$G(r)=\frac{4\pi}{3}(rs)^3 .$$
By the chain rule, $ds/dr=-\tfrac12s^3\cdot2r=-rs^3$. Therefore
$$G'(r)=4\pi(rs)^2(s-r^2s^3)=4\pi r^2s^3(1-r^2s^2).$$
The identity $(r^2+\varepsilon^2)s^2=1$ turns the last bracket into $\varepsilon^2s^2$, so $G'(r)=4\pi r^2\varepsilon^2s^5$, the radial integrand. This is `enclosed_hasDerivAt`. Since $G(0)=0$, $G(R)$ is the contact weight inside radius $R$.

For $r>0$,
$$rs=\frac{r}{\sqrt{r^2+\varepsilon^2}}=\frac1{\sqrt{1+(\varepsilon/r)^2}} .$$
Only the ratio $\varepsilon/r$ enters, and $G\to4\pi/3$ whenever that ratio tends to zero. The lemma `enclosed_tendsto` states this with both lengths, `e t` and `r t`, allowed to vary along an arbitrary filter; `hratio` is the displayed formula, and continuity at ratio zero supplies the limit.

In `contact_integral`, $\varepsilon$ is fixed and $r\to\infty$. The integrand is nonnegative and its primitive has a finite limit, so the improper integral converges to $4\pi/3-G(0)=4\pi/3$. In `contact_concentrates`, $R$ is fixed and $\varepsilon\to0^+$. The fundamental theorem of calculus on $[0,R]$ gives the integral as $G(R)$, and the same lemma gives its limit.

## Softening length zero

If $\varepsilon=0$ were allowed in `contact_integral`, the statement would be false: the integrand carries the factor $\varepsilon^2=0$, so the integral is $0$ and not $4\pi/3$. Differentiating $1/r$ pointwise away from the origin loses the contact term in the same way. A negative $\varepsilon$ would do no harm, because only $\varepsilon^2$ enters; the hypothesis `0 < ε` fixes the sign so that $\varepsilon$ can be read as a length.

The condition $R>0$ matters too. At $R=0$ the integral over the ball vanishes for every $\varepsilon$, and so does its limit.

## The point (1, 1, 1) with ε = 1

Here $r^2=3$ and $r^2+\varepsilon^2=4$, so $f=1/2$ and $f^5=1/32$. The contact density is $c=1/32$. Each diagonal entry of the dipole tensor is $(3-3)/32=0$, and each off-diagonal entry is $3/32$. The Hessian therefore has $-1/32$ on the diagonal and $3/32$ elsewhere. The unsplit formula $3x_ix_jf^5-\delta_{ij}f^3$ agrees: on the diagonal it gives $3/32-1/8=-1/32$.

The sphere through this point has radius $\sqrt3$, and $rf=\sqrt3/2$. The contact weight inside it is
$$G(\sqrt3)=\frac{4\pi}{3}\cdot\frac{3\sqrt3}{8}\approx0.65\cdot\frac{4\pi}{3},$$
about 65 percent of the total. With $\varepsilon=0.1$ and the same radius, the fraction is $(1+0.01/3)^{-3/2}\approx0.995$.
